# For Hermitian H, the generalised Fock matrix is Hermitian exactly when every ⟨[a_p† a_q, H]⟩ vanishes

Let $a_p$ be the annihilation operator of orbital $p$ and $c_p=a_p^\dagger$ its adjoint, let $H$ be a Hermitian operator and $v$ a vector in a complex inner-product space, and put $F_{pq}=\langle v, c_p[a_q,H]v\rangle$. Then

$$F_{pq}-\overline{F_{qp}}=\langle v,[c_pa_q,H]v\rangle .$$

So $F$ is Hermitian if and only if the right-hand side is zero for all $p,q$, and in particular when $v$ is an eigenvector of $H$. The anticommutation relations are not needed for this; they enter when $F$ is expressed through density matrices. In multiconfigurational self-consistent-field theory with a finite set of spin orbitals, Hermiticity of $F$ is the condition that the energy is stationary under all unitary rotations of the spin orbitals, at fixed configuration coefficients. When both spins share the same spatial orbitals and only these are rotated, the condition is that $\sum_\sigma F_{p\sigma,q\sigma}$, the matrix summed over spin, is Hermitian.

## Operators and the Fock matrix

In Lean 4 with Mathlib:

```lean
import Mathlib

open scoped InnerProductSpace Matrix

namespace GeneralisedFockMatrix

noncomputable section

variable {ι V : Type*} [NormedAddCommGroup V] [InnerProductSpace ℂ V]
```

`V` is the state space, of any dimension, and `ι` is the set of orbital labels (spin orbitals, for electrons). The inner product `⟪x, y⟫_ℂ` is conjugate-linear in its first argument, as in Dirac notation.

```lean
/-- The commutator of two operators. -/
def comm (X Y : Module.End ℂ V) : Module.End ℂ V := X * Y - Y * X
```

`Module.End ℂ V` is the type of linear operators from $V$ to itself, and `*` is their composition. This defines $[X,Y]=XY-YX$. Operators are defined on all of $V$, so a Hamiltonian with a smaller domain is not covered.

```lean
/-- The generalised Fock matrix `F_pq = ⟨v, c_p [a_q, H] v⟩`. -/
def fock (a c : ι → Module.End ℂ V) (H : Module.End ℂ V) (v : V) : Matrix ι ι ℂ :=
  Matrix.of fun p q => ⟪v, (c p * comm (a q) H) v⟫_ℂ
```

The families `a` and `c` assign an operator to each orbital. At this point nothing relates them; each theorem states the relations it needs. The vector $v$ need not be normalised: for expectation values in the physical state, divide $F$ by $\langle v,v\rangle$ when $v\neq0$.

```lean
/-- The one-body operator `∑ K_pq c_p a_q`. -/
def oneBody [Fintype ι] (a c : ι → Module.End ℂ V) (K : Matrix ι ι ℂ) : Module.End ℂ V :=
  ∑ p, ∑ q, K p q • (c p * a q)
```

For finitely many orbitals (`Fintype ι`), this is $\sum_{pq}K_{pq}c_pa_q$. It serves both for the one-electron Hamiltonian and for generators of orbital rotations.

```lean
/-- The two-body operator `½ ∑ g_rstu c_r c_s a_u a_t`. -/
def twoBody [Fintype ι] (a c : ι → Module.End ℂ V) (g : ι → ι → ι → ι → ℂ) :
    Module.End ℂ V :=
  (1 / 2 : ℂ) • ∑ r, ∑ s, ∑ t, ∑ u, g r s t u • (c r * c s * a u * a t)
```

This is $\tfrac12\sum_{rstu} g_{rstu}\,c_rc_sa_ua_t$. The first particle goes from $t$ to $r$ and the second from $u$ to $s$, so $g_{rstu}$ is the integral $\langle rs|tu\rangle$.

## The anti-Hermitian part of F

```lean
variable {a c : ι → Module.End ℂ V} {H : Module.End ℂ V}

/-- For Hermitian `H` and `c_p` adjoint to `a_p`, the difference between `F_pq` and the complex
conjugate of `F_qp` is `⟨v, [c_p a_q, H] v⟩`. -/
theorem fock_sub_star (hadj : ∀ p x y, ⟪c p x, y⟫_ℂ = ⟪x, a p y⟫_ℂ)
    (hH : H.IsSymmetric) (v : V) (p q : ι) :
    fock a c H v p q - star (fock a c H v q p) = ⟪v, comm (c p * a q) H v⟫_ℂ := by
  have hadj' : ∀ p x y, ⟪a p x, y⟫_ℂ = ⟪x, c p y⟫_ℂ := by
    intro p x y
    rw [← inner_conj_symm, ← hadj, inner_conj_symm]
  -- move every operator to the other side of the inner product
  have h1 : star ⟪v, c q (a p (H v))⟫_ℂ = ⟪v, H (c p (a q v))⟫_ℂ := by
    refine (inner_conj_symm _ _).trans ?_
    rw [hadj, hadj']
    exact hH _ _
  have h2 : star ⟪v, c q (H (a p v))⟫_ℂ = ⟪v, c p (H (a q v))⟫_ℂ := by
    refine (inner_conj_symm _ _).trans ?_
    rw [hadj]
    exact (hH _ _).trans (hadj' _ _ _)
  simp only [fock, comm, Matrix.of_apply, Module.End.mul_apply, LinearMap.sub_apply, map_sub,
    inner_sub_right, star_sub, h1, h2]
  ring
```

The hypothesis `hadj` says $\langle c_px,y\rangle=\langle x,a_py\rangle$, and `H.IsSymmetric` says $\langle Hx,y\rangle=\langle x,Hy\rangle$. By hand, the two terms of $\overline{F_{qp}}$ are

$$\overline{\langle v,c_qa_pHv\rangle}=\langle a_pHv,a_qv\rangle=\langle Hv,c_pa_qv\rangle=\langle v,Hc_pa_qv\rangle,$$

$$\overline{\langle v,c_qHa_pv\rangle}=\langle Ha_pv,a_qv\rangle=\langle a_pv,Ha_qv\rangle=\langle v,c_pHa_qv\rangle .$$

Therefore

$$F_{pq}-\overline{F_{qp}}=\langle v,c_pa_qHv\rangle-\langle v,c_pHa_qv\rangle-\langle v,Hc_pa_qv\rangle+\langle v,c_pHa_qv\rangle .$$

The second and fourth terms cancel, leaving the commutator. In the code, `h1` and `h2` are the two displayed chains, `simp only` expands the definitions, and `ring` does the cancellation.

```lean
/-- For Hermitian `H` and `c_p` adjoint to `a_p`, the generalised Fock matrix is Hermitian if and
only if `⟨v, [c_p a_q, H] v⟩ = 0` for all pairs of orbitals. -/
theorem fock_isHermitian_iff (hadj : ∀ p x y, ⟪c p x, y⟫_ℂ = ⟪x, a p y⟫_ℂ)
    (hH : H.IsSymmetric) (v : V) :
    (fock a c H v).IsHermitian ↔ ∀ p q, ⟪v, comm (c p * a q) H v⟫_ℂ = 0 := by
  constructor
  · intro h p q
    rw [← fock_sub_star hadj hH, h.apply p q, sub_self]
  · intro h
    refine Matrix.IsHermitian.ext fun p q => ?_
    have hd := fock_sub_star hadj hH v p q
    rw [h] at hd
    exact (sub_eq_zero.mp hd).symm
```

`IsHermitian` means $\overline{F_{qp}}=F_{pq}$ for all $p,q$. Each direction reads this off the difference identity: the left side vanishes exactly when the right side does.

```lean
/-- The generalised Fock matrix of an eigenvector of the Hamiltonian is Hermitian. -/
theorem fock_isHermitian_of_eigenvector (hadj : ∀ p x y, ⟪c p x, y⟫_ℂ = ⟪x, a p y⟫_ℂ)
    (hH : H.IsSymmetric) {v : V} {E : ℝ} (hv : H v = (E : ℂ) • v) :
    (fock a c H v).IsHermitian := by
  rw [fock_isHermitian_iff hadj hH]
  intro p q
  have e : ⟪v, H (c p (a q v))⟫_ℂ = E * ⟪v, c p (a q v)⟫_ℂ := by
    have hs : ⟪H v, c p (a q v)⟫_ℂ = ⟪v, H (c p (a q v))⟫_ℂ := hH _ _
    rw [← hs, hv, inner_smul_left, Complex.conj_ofReal]
  simp only [comm, LinearMap.sub_apply, Module.End.mul_apply, inner_sub_right, hv, map_smul,
    inner_smul_right, e, sub_self]
```

As before, $c_p$ is adjoint to $a_p$ and $H$ is Hermitian. If $Hv=Ev$ with $E$ real, then

$$\langle v,c_pa_qHv\rangle=E\langle v,c_pa_qv\rangle,\qquad \langle v,Hc_pa_qv\rangle=\langle Hv,c_pa_qv\rangle=E\langle v,c_pa_qv\rangle .$$

The difference is zero, and the previous theorem applies. The step `e` is the second equation.

Hermiticity of $H$ matters here. Take one fermionic mode with $n=ca$, the non-Hermitian operator $H=i(n-1)$, and $v=|1\rangle$. Then $Hv=0$, so $v$ is an eigenvector with a real eigenvalue, and $[ca,H]=0$. Yet

$$F=\langle v,caHv\rangle-\langle v,cHav\rangle=0-(-i)=i,$$

and the $1\times1$ matrix $(i)$ is not Hermitian.

## Stationarity under orbital rotations

```lean
/-- The expectation value of `[κ, H]` for a one-body operator `κ` is linear in its
coefficients. -/
theorem inner_comm_oneBody [Fintype ι] (K : Matrix ι ι ℂ) (v : V) :
    ⟪v, comm (oneBody a c K) H v⟫_ℂ
      = ∑ p, ∑ q, K p q * ⟪v, comm (c p * a q) H v⟫_ℂ := by
  have h : comm (oneBody a c K) H = ∑ p, ∑ q, K p q • comm (c p * a q) H := by
    simp only [comm, oneBody, Finset.sum_mul, Finset.mul_sum, smul_mul_assoc, mul_smul_comm,
      smul_sub, Finset.sum_sub_distrib]
  rw [h]
  simp only [LinearMap.sum_apply, LinearMap.smul_apply, inner_sum, inner_smul_right]
```

For $\kappa=\sum_{pq}K_{pq}c_pa_q$, linearity gives

$$\langle v,[\kappa,H]v\rangle=\sum_{pq}K_{pq}\langle v,[c_pa_q,H]v\rangle .$$

The proof first moves the sums out of the commutator, then out of the inner product.

```lean
/-- For Hermitian `H` and `c_p` adjoint to `a_p`, the Fock matrix is Hermitian if and only if `⟨v,
[κ, H] v⟩ = 0` for every orbital-rotation generator `κ = ∑ K_pq c_p a_q` with anti-Hermitian `K`. -/
theorem fock_isHermitian_iff_stationary [Fintype ι]
    (hadj : ∀ p x y, ⟪c p x, y⟫_ℂ = ⟪x, a p y⟫_ℂ) (hH : H.IsSymmetric) (v : V) :
    (fock a c H v).IsHermitian ↔
      ∀ K : Matrix ι ι ℂ, Kᴴ = -K → ⟪v, comm (oneBody a c K) H v⟫_ℂ = 0 := by
  constructor
  · intro h K _
    rw [inner_comm_oneBody]
    exact Finset.sum_eq_zero fun p _ => Finset.sum_eq_zero fun q _ => by
      rw [(fock_isHermitian_iff hadj hH v).mp h p q, mul_zero]
  · intro h
    -- test with the rotation along the gradient itself
    obtain ⟨K, hK⟩ : ∃ K : Matrix ι ι ℂ, ∀ p q,
        K p q = star (fock a c H v p q) - fock a c H v q p :=
      ⟨Matrix.of fun p q => star (fock a c H v p q) - fock a c H v q p, fun _ _ => rfl⟩
    have hanti : Kᴴ = -K := by
      ext p q
      simp only [Matrix.conjTranspose_apply, Matrix.neg_apply, hK, star_sub, star_star, neg_sub]
    have hc : ∀ p q, starRingEnd ℂ (K p q)
        = fock a c H v p q - star (fock a c H v q p) := by
      intro p q
      rw [hK, starRingEnd_apply, star_sub, star_star]
    have h0 := h K hanti
    rw [inner_comm_oneBody] at h0
    have h1 : ((∑ p, ∑ q, Complex.normSq (K p q) : ℝ) : ℂ) = 0 := by
      refine Eq.trans ?_ h0
      push_cast
      refine Finset.sum_congr rfl fun p _ => Finset.sum_congr rfl fun q _ => ?_
      rw [← Complex.mul_conj, hc, fock_sub_star hadj hH]
    have hz : ∑ p, ∑ q, Complex.normSq (K p q) = 0 := by exact_mod_cast h1
    refine Matrix.IsHermitian.ext fun p q => ?_
    have hq := (Finset.sum_eq_zero_iff_of_nonneg (fun r _ =>
      Finset.sum_nonneg fun s _ => Complex.normSq_nonneg (K r s))).mp hz q (Finset.mem_univ q)
    have hqp := (Finset.sum_eq_zero_iff_of_nonneg (fun s _ =>
      Complex.normSq_nonneg (K q s))).mp hq p (Finset.mem_univ p)
    have hk := Complex.normSq_eq_zero.mp hqp
    rw [hK] at hk
    exact sub_eq_zero.mp hk
```

Here `Kᴴ = -K` says that $K$ is anti-Hermitian. Such a $\kappa$ generates the rotation $e^{t\kappa}$, and in finite dimension the derivative of $\langle e^{t\kappa}v,He^{t\kappa}v\rangle$ at $t=0$ is $-\langle v,[\kappa,H]v\rangle$. The theorem is stated with the commutator and does not involve the exponential. Stationary does not mean minimal.

If $F$ is Hermitian, every term in the preceding sum is zero. For the converse, choose $K_{pq}=\overline{F_{pq}}-F_{qp}$. It is anti-Hermitian, since $\overline{K_{qp}}=F_{qp}-\overline{F_{pq}}=-K_{pq}$. Moreover $\overline{K_{pq}}=F_{pq}-\overline{F_{qp}}=\langle v,[c_pa_q,H]v\rangle$, so the assumption for this $K$ reads

$$0=\sum_{pq}K_{pq}\overline{K_{pq}}=\sum_{pq}|K_{pq}|^2 .$$

Every $K_{pq}$ is then zero, and $F$ is Hermitian. The proof uses `Finset.sum_eq_zero_iff_of_nonneg` twice, once for each summation index.

## F from density matrices

```lean
/-- For fermions, `[a_q, ∑ h_rs c_r a_s] = ∑ h_qs a_s`. -/
theorem comm_oneBody [Fintype ι] [DecidableEq ι]
    (haa : ∀ p q, a p * a q + a q * a p = 0)
    (hac : ∀ p q, a p * c q + c q * a p = if p = q then 1 else 0)
    (h : Matrix ι ι ℂ) (q : ι) :
    comm (a q) (oneBody a c h) = ∑ s, h q s • a s := by
  have key : ∀ r s, comm (a q) (c r * a s) = if q = r then a s else 0 := by
    intro r s
    have e : comm (a q) (c r * a s)
        = (a q * c r + c r * a q) * a s - c r * (a q * a s + a s * a q) := by
      unfold comm
      noncomm_ring
    rw [e, hac, haa]
    split_ifs <;> simp
  have lin : comm (a q) (oneBody a c h) = ∑ r, ∑ s, h r s • comm (a q) (c r * a s) := by
    simp only [comm, oneBody, Finset.sum_mul, Finset.mul_sum, smul_mul_assoc, mul_smul_comm,
      smul_sub, Finset.sum_sub_distrib]
  rw [lin]
  simp only [key]
  refine (Finset.sum_eq_single q ?_ ?_).trans ?_
  · intro r _ hr
    simp [Ne.symm hr]
  · simp
  · simp
```

The fermionic relations now appear: `haa` is $\{a_p,a_q\}=0$ and `hac` is $\{a_p,c_q\}=\delta_{pq}$. By hand,

$$[a_q,c_ra_s]=\{a_q,c_r\}a_s-c_r\{a_q,a_s\}=\delta_{qr}a_s ,$$

and summing against $h_{rs}$ leaves $\sum_s h_{qs}a_s$. The tactic `noncomm_ring` checks the first equality without reordering operators, and `Finset.sum_eq_single` collapses the Kronecker delta.

```lean
/-- For fermions and integrals with `g_rstu = g_srut`, the commutator of `a_q` with the two-body
operator is `∑ g_qstu c_s a_u a_t`. -/
theorem comm_twoBody [Fintype ι] [DecidableEq ι]
    (haa : ∀ p q, a p * a q + a q * a p = 0)
    (hac : ∀ p q, a p * c q + c q * a p = if p = q then 1 else 0)
    {g : ι → ι → ι → ι → ℂ} (hg : ∀ r s t u, g r s t u = g s r u t) (q : ι) :
    comm (a q) (twoBody a c g) = ∑ s, ∑ t, ∑ u, g q s t u • (c s * a u * a t) := by
  have key : ∀ r s t u, comm (a q) (c r * c s * a u * a t)
      = (if q = r then c s * a u * a t else 0) - (if q = s then c r * a u * a t else 0) := by
    intro r s t u
    have e : comm (a q) (c r * c s * a u * a t)
        = (a q * c r + c r * a q) * (c s * a u * a t)
          - c r * (a q * c s + c s * a q) * (a u * a t)
          + c r * c s * (a q * a u + a u * a q) * a t
          - c r * c s * a u * (a q * a t + a t * a q) := by
      unfold comm
      noncomm_ring
    rw [e, hac, hac, haa, haa]
    split_ifs <;> simp [mul_assoc]
  have lin : comm (a q) (twoBody a c g) = (1 / 2 : ℂ) •
      ∑ r, ∑ s, ∑ t, ∑ u, g r s t u • comm (a q) (c r * c s * a u * a t) := by
    simp only [comm, twoBody, Finset.sum_mul, Finset.mul_sum, smul_mul_assoc, mul_smul_comm,
      smul_sub, Finset.sum_sub_distrib]
  have h1 : ∑ r, ∑ s, ∑ t, ∑ u, g r s t u • (if q = r then c s * a u * a t else 0)
      = ∑ s, ∑ t, ∑ u, g q s t u • (c s * a u * a t) := by
    refine (Finset.sum_eq_single q ?_ ?_).trans ?_
    · intro r _ hr
      simp [Ne.symm hr]
    · simp
    · simp
  -- the exchange symmetry of `g` makes the second half equal to the first
  have h2 : ∑ r, ∑ s, ∑ t, ∑ u, g r s t u • (if q = s then c r * a u * a t else 0)
      = -∑ s, ∑ t, ∑ u, g q s t u • (c s * a u * a t) := by
    simp only [← Finset.sum_neg_distrib]
    refine Finset.sum_congr rfl fun r _ => ?_
    refine (Finset.sum_eq_single q ?_ ?_).trans ?_
    · intro s _ hs
      simp [Ne.symm hs]
    · simp
    · refine Finset.sum_comm.trans ?_
      refine Finset.sum_congr rfl fun u _ => Finset.sum_congr rfl fun t _ => ?_
      have sw : c r * a u * a t = -(c r * a t * a u) := by
        rw [mul_assoc, eq_neg_of_add_eq_zero_left (haa u t), mul_neg, mul_assoc]
      rw [if_pos rfl, hg r q t u, sw, smul_neg]
  rw [lin]
  simp only [key, smul_sub, Finset.sum_sub_distrib]
  rw [h1, h2]
  module
```

Moving $a_q$ through the four operators gives

$$[a_q,c_rc_sa_ua_t]=\delta_{qr}c_sa_ua_t-\delta_{qs}c_ra_ua_t .$$

The first term contributes $\tfrac12\sum_{stu} g_{qstu}c_sa_ua_t$. The second contributes the same amount, by the exchange symmetry $g_{rstu}=g_{srut}$ and $a_ua_t=-a_ta_u$:

$$-\tfrac12\sum_{rtu} g_{rqtu}c_ra_ua_t=\tfrac12\sum_{rtu} g_{qrut}c_ra_ta_u=\tfrac12\sum_{stu} g_{qstu}c_sa_ua_t .$$

The last step renames the summation indices. These two contributions are `h1` and `h2`, and `module` adds the halves.

```lean
/-- For fermions and integrals with `g_rstu = g_srut`, the Fock matrix of a Hamiltonian with one-
and two-body parts is `F_pq = ∑ h_qs ⟨v, c_p a_s v⟩ + ∑ g_qstu ⟨v, c_p c_s a_u a_t v⟩`. -/
theorem fock_eq_density_contraction [Fintype ι] [DecidableEq ι]
    (haa : ∀ p q, a p * a q + a q * a p = 0)
    (hac : ∀ p q, a p * c q + c q * a p = if p = q then 1 else 0)
    (h : Matrix ι ι ℂ) {g : ι → ι → ι → ι → ℂ} (hg : ∀ r s t u, g r s t u = g s r u t)
    (v : V) (p q : ι) :
    fock a c (oneBody a c h + twoBody a c g) v p q
      = ∑ s, h q s * ⟪v, (c p * a s) v⟫_ℂ
        + ∑ s, ∑ t, ∑ u, g q s t u * ⟪v, (c p * c s * a u * a t) v⟫_ℂ := by
  have hadd : ∀ X Y : Module.End ℂ V, comm (a q) (X + Y) = comm (a q) X + comm (a q) Y := by
    intro X Y
    unfold comm
    noncomm_ring
  simp only [fock, Matrix.of_apply, hadd, comm_oneBody haa hac, comm_twoBody haa hac hg,
    mul_add, Finset.mul_sum, mul_smul_comm, LinearMap.add_apply, LinearMap.sum_apply,
    LinearMap.smul_apply, inner_add_right, inner_sum, inner_smul_right, mul_assoc]
```

Multiplying by $c_p$ from the left and taking the inner product with $v$ gives

$$F_{pq}=\sum_s h_{qs}\langle v,c_pa_sv\rangle+\sum_{stu} g_{qstu}\langle v,c_pc_sa_ua_tv\rangle .$$

For normalised $v$, the inner products are the elements of the one- and two-particle density matrices. This formula requires neither adjointness nor a Hermitian Hamiltonian.

## Two modes with hopping

```lean
/-- The operator on the four-dimensional Fock space of two modes given by a matrix. -/
def matOp (M : Matrix (Fin 4) (Fin 4) ℂ) : Module.End ℂ (EuclideanSpace ℂ (Fin 4)) where
  toFun x := WithLp.toLp 2 (M *ᵥ x.ofLp)
  map_add' x y := by ext i; simp [Matrix.mulVec_add]
  map_smul' z x := by ext i; simp [Matrix.mulVec_smul]
```

A $4\times4$ matrix becomes an operator on $\mathbb C^4$ by matrix–vector multiplication; the two `simp` lines check linearity.

```lean
theorem matOp_apply (M : Matrix (Fin 4) (Fin 4) ℂ) (x : EuclideanSpace ℂ (Fin 4)) (i : Fin 4) :
    (matOp M x).ofLp i = ∑ j, M i j * x.ofLp j := rfl
```

This is the component formula $(Mx)_i=\sum_jM_{ij}x_j$, true by definition (`rfl`).

```lean
/-- Matrices of the two annihilators in the basis `|00⟩, |10⟩, |01⟩, |11⟩`. -/
def lower : Fin 2 → Matrix (Fin 4) (Fin 4) ℂ :=
  ![!![0, 1, 0, 0; 0, 0, 0, 0; 0, 0, 0, 1; 0, 0, 0, 0],
    !![0, 0, 1, 0; 0, 0, 0, -1; 0, 0, 0, 0; 0, 0, 0, 0]]
```

`lower 0` and `lower 1` are $a_0$ and $a_1$. The entry $-1$ is the fermionic sign in $a_1|11\rangle=-|10\rangle$.

```lean
/-- For two modes with a hopping Hamiltonian, the operators satisfy the anticommutation relations
`{a_p, a_q} = 0` and `{a_p, c_q} = δ_pq`, `c_p` is adjoint to `a_p`, and `H` is symmetric. In the
state `|10⟩` the Fock matrix has `F_01 = 1` and `F_10 = 0`. -/
theorem fock_witness :
    let a := fun p => matOp (lower p)
    let c := fun p => matOp (lower p)ᵀ
    let H := oneBody a c !![0, 1; 1, 0]
    (∀ p q, a p * a q + a q * a p = 0) ∧
    (∀ p q, a p * c q + c q * a p = if p = q then 1 else 0) ∧
    (∀ p x y, ⟪c p x, y⟫_ℂ = ⟪x, a p y⟫_ℂ) ∧ H.IsSymmetric ∧
    fock a c H !₂[0, 1, 0, 0] 0 1 = 1 ∧ fock a c H !₂[0, 1, 0, 0] 1 0 = 0 := by
  intro a c H
  refine ⟨?_, ?_, ?_, ?_, ?_, ?_⟩
  · intro p q
    refine LinearMap.ext fun x => ?_
    ext i
    fin_cases p <;> fin_cases q <;> fin_cases i <;>
      simp [a, matOp_apply, lower, Fin.sum_univ_four]
  · intro p q
    refine LinearMap.ext fun x => ?_
    ext i
    fin_cases p <;> fin_cases q <;> fin_cases i <;>
      simp [a, c, matOp_apply, lower, Fin.sum_univ_four]
  · intro p x y
    fin_cases p <;>
      simp [a, c, PiLp.inner_apply, matOp_apply, lower, Fin.sum_univ_four]
  · intro x y
    simp [H, a, c, oneBody, PiLp.inner_apply, matOp_apply, lower, Fin.sum_univ_four]
    ring
  · simp [fock, comm, H, a, c, oneBody, PiLp.inner_apply, matOp_apply, lower, Fin.sum_univ_four]
  · simp [fock, comm, H, a, c, oneBody, PiLp.inner_apply, matOp_apply, lower, Fin.sum_univ_four]

end

end GeneralisedFockMatrix
```

The matrices are real, so transposes give the adjoints. The Hamiltonian is $H=c_0a_1+c_1a_0$, and the theorem confirms the anticommutation relations used above, adjointness and symmetry. The proof runs through the finitely many modes and components with `fin_cases` and computes.

By hand, with $h_{01}=h_{10}=1$ and $v=|10\rangle$, the only non-zero density element is $\langle v,c_0a_0v\rangle=1$. Hence $F_{01}=h_{10}\cdot1=1$ and $F_{10}=h_{01}\langle v,c_1a_1v\rangle=0$. This $F$ is not Hermitian, and $|10\rangle$ is not an eigenvector, since $H|10\rangle=|01\rangle$.

For the eigenvector $v=(|10\rangle+|01\rangle)/\sqrt2$, with $E=1$, all four density elements equal $\tfrac12$. Every $F_{pq}$ is then $\tfrac12$, and $F$ is Hermitian.

```lean
#print axioms GeneralisedFockMatrix.fock_isHermitian_of_eigenvector
-- 'GeneralisedFockMatrix.fock_isHermitian_of_eigenvector' depends on axioms: [propext, Classical.choice, Quot.sound]
#print axioms GeneralisedFockMatrix.fock_isHermitian_iff_stationary
-- 'GeneralisedFockMatrix.fock_isHermitian_iff_stationary' depends on axioms: [propext, Classical.choice, Quot.sound]
#print axioms GeneralisedFockMatrix.fock_eq_density_contraction
-- 'GeneralisedFockMatrix.fock_eq_density_contraction' depends on axioms: [propext, Classical.choice, Quot.sound]
```
